# The truncation error of Miller's downward recursion comes from an admixture of the second solution

Take the recurrence $y_2=\tfrac52 y_1-y_0$. It has a decaying solution $f_l=2^{-l}$ and a growing one $g_l=2^l$. To find $f_1$ from $f_0=1$ without going upward, set $y_2=0$ and $y_1=1$, which gives $y_0=\tfrac52$. Rescaling so that the value at $l=0$ is $1$ turns $y_1$ into $\tfrac25$, while the right answer is $\tfrac12$. The trial values are

$$y_l=\tfrac83\left(f_l-\tfrac1{16}g_l\right),\qquad l=0,1,2,$$

where $\tfrac1{16}=f_2/g_2$ is the amount of $g$ needed to cancel $f$ at $l=2$. That admixture is the only source of the error, and it shrinks when the recursion starts higher up.

For a general starting index the recurrence is $y_{l+1}=a_ly_l-y_{l-1}$ with complex $a_l$. The spherical Bessel functions $j_l(x)$ and $n_l(x)$ of multiple-scattering theory obey it at fixed $x\neq0$ with $a_l=(2l+1)/x$. For them the formulas below give the error from truncating the recursion, with rounding errors left out.

## One recurrence for all three sequences

The wanted solution $f$, the second solution $g$ and the trial solution $y$ share the coefficients $a_l$. For Bessel functions this means the same argument $x$, the product of wave number and radius. `SolvesTo a N y` demands the recurrence only for $1\le l\le N$, the window that the algorithm visits. Sequences are functions `ℕ → ℂ`, and the index is shifted by one to avoid subtraction.

```lean
import Mathlib

open Filter Topology

namespace MillerDownwardRecursion

/-- The sequence `y` obeys the three-term recurrence `y_{l+1} = a_l y_l - y_{l-1}`
for `1 ≤ l ≤ N` (written here with the index shifted by one). -/
def SolvesTo (a : ℕ → ℂ) (N : ℕ) (y : ℕ → ℂ) : Prop :=
  ∀ l, l < N → y (l + 2) = a (l + 1) * y (l + 1) - y l
```

By hand, the shared recurrence is used through the Casoratian, the discrete Wronskian

$$W_l=f_lg_{l+1}-f_{l+1}g_l .$$

```lean
/-- The Casoratian `f_l g_{l+1} - f_{l+1} g_l`, the discrete Wronskian of two sequences. -/
def casoratian (f g : ℕ → ℂ) (l : ℕ) : ℂ :=
  f l * g (l + 1) - f (l + 1) * g l
```

For $l<N$, inserting the recurrence at the upper index gives

$$W_{l+1}=f_{l+1}(a_{l+1}g_{l+1}-g_l)-(a_{l+1}f_{l+1}-f_l)g_{l+1}=W_l ,$$

so $W_l=W_0$ for all $l\le N$. If the second sequence had coefficients $a_l+\delta_l$ instead, each step would add $\delta_{l+1}f_{l+1}g_{l+1}$ and the constancy would in general be lost.

## The starting values $y_{N+1}=0$ and $y_N=1$

The zero is the truncation: the wanted function is treated as negligible at $N+1$. The one is an arbitrary scale, which cancels on rescaling. The sequence with these values is built by counting $k$ steps down from $N+1$, and `trial` translates back to the index $l$.

```lean
/-- Downward recursion from the values `0` and `1`, counted by the number `k` of steps
below the index `N + 1`; it is meant for `k ≤ N + 1`. -/
def downward (a : ℕ → ℂ) (N : ℕ) : ℕ → ℂ
  | 0 => 0
  | 1 => 1
  | k + 2 => a (N - k) * downward a N (k + 1) - downward a N k

/-- Miller's trial sequence as a function of the index `l ≤ N + 1`. -/
def trial (a : ℕ → ℂ) (N l : ℕ) : ℂ :=
  downward a N (N + 1 - l)
```

The next theorem confirms that this construction solves the recurrence and has both starting values. Its proof writes $N=l+1+k$, so that the three indices in the recurrence become $k$, $k+1$ and $k+2$ downward steps.

```lean
/-- The trial sequence solves the recurrence up to `N` and has the starting values
`0` at `N + 1` and `1` at `N`. -/
theorem trial_solves (a : ℕ → ℂ) (N : ℕ) :
    SolvesTo a N (trial a N) ∧ trial a N (N + 1) = 0 ∧ trial a N N = 1 := by
  refine ⟨?_, by simp [trial, downward], by simp [trial, downward]⟩
  intro l hl
  obtain ⟨k, rfl⟩ : ∃ k, N = l + 1 + k := ⟨N - (l + 1), by omega⟩
  -- translate the index `l` into the number of downward steps
  have h0 : l + 1 + k + 1 - (l + 2) = k := by omega
  have h1 : l + 1 + k + 1 - (l + 1) = k + 1 := by omega
  have h2 : l + 1 + k + 1 - l = k + 2 := by omega
  have h3 : l + 1 + k - k = l + 1 := by omega
  have h4 : downward a (l + 1 + k) (k + 2) = a (l + 1 + k - k) *
      downward a (l + 1 + k) (k + 1) - downward a (l + 1 + k) k := rfl
  show downward a (l + 1 + k) (l + 1 + k + 1 - (l + 2)) =
    a (l + 1) * downward a (l + 1 + k) (l + 1 + k + 1 - (l + 1)) -
      downward a (l + 1 + k) (l + 1 + k + 1 - l)
  rw [h0, h1, h2, h4, h3]
  ring
```

By hand, the starting values fix two Casoratians. Evaluated at $N$ and carried to any $l\le N$, they read

$$y_lg_{l+1}-y_{l+1}g_l=g_{N+1},\qquad y_lf_{l+1}-y_{l+1}f_l=f_{N+1}.$$

Multiplying the first by $f_l$, the second by $g_l$, and subtracting eliminates $y_{l+1}$:

$$W_0\,y_l=g_{N+1}f_l-f_{N+1}g_l .$$

At $l=N+1$ both sides vanish, so the identity holds there too.

In the proof, `casoratian_const` is the induction on $l$ with the calculation above as its step. In `casoratian_mul_trial`, `h1` and `h2` are the two displayed Casoratians, and `linear_combination f l * h1 - g l * h2` is the elimination.

```lean
/-- If two sequences solve the same recurrence up to `N`, their Casoratian at every index `l ≤ N`
equals its value at `0`. -/
theorem casoratian_const {a f g : ℕ → ℂ} {N : ℕ} (hf : SolvesTo a N f)
    (hg : SolvesTo a N g) (l : ℕ) (hl : l ≤ N) :
    casoratian f g l = casoratian f g 0 := by
  induction l with
  | zero => rfl
  | succ l ih =>
    rw [← ih (by omega)]
    show f (l + 1) * g (l + 2) - f (l + 2) * g (l + 1) = f l * g (l + 1) - f (l + 1) * g l
    rw [hf l (by omega), hg l (by omega)]
    ring

/-- A solution `y` with `y_{N+1} = 0` and `y_N = 1`, multiplied by the Casoratian of two
solutions `f` and `g`, equals `g_{N+1} f_l - f_{N+1} g_l` for `l ≤ N + 1`. -/
theorem casoratian_mul_trial {a f g y : ℕ → ℂ} {N : ℕ} (hf : SolvesTo a N f)
    (hg : SolvesTo a N g) (hy : SolvesTo a N y) (hyN1 : y (N + 1) = 0) (hyN : y N = 1)
    (l : ℕ) (hl : l ≤ N + 1) :
    casoratian f g 0 * y l = g (N + 1) * f l - f (N + 1) * g l := by
  rcases Nat.lt_or_ge N l with h | h
  · obtain rfl : l = N + 1 := by omega
    rw [hyN1]
    ring
  · -- compare the Casoratians of `y` with `g` and with `f` at `l` and at `N`
    have h1 := (casoratian_const hy hg l h).trans (casoratian_const hy hg N le_rfl).symm
    have h2 := (casoratian_const hy hf l h).trans (casoratian_const hy hf N le_rfl).symm
    rw [← casoratian_const hf hg l h]
    simp only [casoratian, hyN1, hyN] at h1 h2 ⊢
    linear_combination f l * h1 - g l * h2
```

With $y_{N+1}=s$ instead of zero, the same elimination replaces $g_{N+1}$ by $g_{N+1}-s\,g_N$ and $f_{N+1}$ by $f_{N+1}-s\,f_N$. A better guess for the tail therefore changes the admixture.

## Independent solutions, and no node of $g$ at $N+1$

The condition $f_0g_1\neq f_1g_0$, in Lean `casoratian f g 0 ≠ 0`, says that $f$ and $g$ are independent, as the regular and irregular radial functions are. The condition $g_{N+1}\neq0$ says that the second solution has no node where the recursion starts. Dividing the identity by $W_0$ and taking out $g_{N+1}$ gives, for all $l\le N+1$,

$$y_l=c\left(f_l-\frac{f_{N+1}}{g_{N+1}}\,g_l\right),\qquad c=\frac{g_{N+1}}{W_0}\neq0 .$$

```lean
/-- Let `f` and `g` be solutions with nonzero Casoratian and `g_{N+1} ≠ 0`. The solution with
`y_{N+1} = 0` and `y_N = 1` is, for `l ≤ N + 1`, a nonzero multiple of `f` with an admixture
`-f_{N+1}/g_{N+1}` of `g`. -/
theorem miller_decomposition {a f g y : ℕ → ℂ} {N : ℕ} (hf : SolvesTo a N f)
    (hg : SolvesTo a N g) (hy : SolvesTo a N y) (hW : casoratian f g 0 ≠ 0)
    (hgN : g (N + 1) ≠ 0) (hyN1 : y (N + 1) = 0) (hyN : y N = 1) :
    g (N + 1) / casoratian f g 0 ≠ 0 ∧ ∀ l ≤ N + 1,
      y l = g (N + 1) / casoratian f g 0 * (f l - f (N + 1) / g (N + 1) * g l) := by
  refine ⟨div_ne_zero hgN hW, fun l hl => ?_⟩
  have h := casoratian_mul_trial hf hg hy hyN1 hyN l hl
  have hr : f (N + 1) / g (N + 1) * g (N + 1) = f (N + 1) := div_mul_cancel₀ _ hgN
  rw [div_mul_eq_mul_div, eq_div_iff hW]
  linear_combination h + g l * hr
```

The first half of the conclusion is $c\neq0$, from `div_ne_zero`; the second is the formula, where `eq_div_iff hW` clears $W_0$ and `hr` clears $g_{N+1}$.

If $W_0=0$ while $g_{N+1}\ne0$, the bracket vanishes at every $l\le N+1$, and no factor $c$ can give $y_N=1$. If $g_{N+1}=0$ while $W_0\neq0$, the division-free identity leaves $y_l=-(f_{N+1}/W_0)\,g_l$: the trial sequence is purely the unwanted solution.

## A trial value $y_0\neq0$ to rescale by

The version of Miller's algorithm treated here multiplies the trial sequence by $f_0/y_0$, using a value $f_0$ known independently, such as $j_0(x)=\sin x/x$. With $r=f_{N+1}/g_{N+1}$, the factor $c$ cancels and

$$f_0\frac{y_l}{y_0}-f_l=\frac{f_0(f_l-rg_l)-f_l(f_0-rg_0)}{f_0-rg_0}=\frac{r\,(g_0f_l-f_0g_l)}{f_0-rg_0}.$$

The condition $y_0\neq0$ makes the denominator nonzero, which is `hD` in the proof. The error contains $g_l$, so for a growing $g$ and a decaying $f$ the relative accuracy is worst near the starting index; at $l=N+1$ the algorithm returns zero.

```lean
/-- Exact error of Miller's algorithm when the trial solution, with `y_0 ≠ 0`, is rescaled to the
known value `f_0`, for `l ≤ N + 1`; `f` and `g` are solutions of the same recurrence with nonzero
Casoratian and `g_{N+1} ≠ 0`. -/
theorem miller_error {a f g y : ℕ → ℂ} {N : ℕ} (hf : SolvesTo a N f)
    (hg : SolvesTo a N g) (hy : SolvesTo a N y) (hW : casoratian f g 0 ≠ 0)
    (hgN : g (N + 1) ≠ 0) (hyN1 : y (N + 1) = 0) (hyN : y N = 1) (hy0 : y 0 ≠ 0)
    (l : ℕ) (hl : l ≤ N + 1) :
    f 0 * (y l / y 0) - f l =
      f (N + 1) / g (N + 1) * (g 0 * f l - f 0 * g l) /
        (f 0 - f (N + 1) / g (N + 1) * g 0) := by
  obtain ⟨hc, h⟩ := miller_decomposition hf hg hy hW hgN hyN1 hyN
  -- the denominator is nonzero because `y_0` is
  have hD : f 0 - f (N + 1) / g (N + 1) * g 0 ≠ 0 := by
    intro h0
    apply hy0
    rw [h 0 (Nat.zero_le _), h0, mul_zero]
  rw [h l hl, h 0 (Nat.zero_le _), mul_div_mul_left _ _ hc, eq_div_iff hD, sub_mul,
    mul_assoc, div_mul_cancel₀ _ hD]
  ring
```

At $l=1$ the second solution is not needed. The constant Casoratian of $f$ and $y$ gives $f_0y_1-f_1y_0=-f_{N+1}$, hence

$$f_0\frac{y_1}{y_0}-f_1=-\frac{f_{N+1}}{y_0}.$$

The value at $l=1$ is exact precisely when $f_{N+1}=0$. In the opening example the error is $-\tfrac14/\tfrac52=-\tfrac1{10}$.

```lean
/-- For a trial solution with `y_0 ≠ 0`, the rescaled value at `l = 1` is exact if and only if
the wanted solution `f` vanishes at the starting index `N + 1`. -/
theorem miller_exact_iff {a f y : ℕ → ℂ} {N : ℕ} (hf : SolvesTo a N f)
    (hy : SolvesTo a N y) (hyN1 : y (N + 1) = 0) (hyN : y N = 1) (hy0 : y 0 ≠ 0) :
    f 0 * (y 1 / y 0) = f 1 ↔ f (N + 1) = 0 := by
  have h := casoratian_const hf hy N le_rfl
  simp only [casoratian, hyN1, hyN, zero_add] at h
  rw [← mul_div_assoc, div_eq_iff hy0]
  constructor <;> intro e <;> linear_combination -h - e
```

If $y_0=0$, the trial solution has a node at $l=0$ and cannot be scaled to $f_0$ there. For $N=1$ this happens when $a_1=0$.

## A minimal solution with $f_0\neq0$

Convergence as $N$ grows needs the recurrence on every window and a statement about large $n$: $f_n/g_n\to0$. This says that $f$ is the minimal solution, as $j_l$ is relative to $n_l$ when $l$ grows at fixed $x$. By hand, $r\to0$ in

$$f_0\,\frac{f_l-rg_l}{f_0-rg_0}\longrightarrow f_l ,$$

where $f_0\neq0$ keeps the limiting denominator away from zero. It also makes $y_0\neq0$ for all large $N$, so that need not be assumed.

```lean
/-- Let `f` and `g` be solutions with nonzero Casoratian, `f_0 ≠ 0`, `g_n ≠ 0` for all large `n`
and `f_n/g_n → 0`. Then the rescaled trial values converge to `f_l` as the starting index
grows. -/
theorem miller_converges {a f g : ℕ → ℂ} (hf : ∀ N, SolvesTo a N f)
    (hg : ∀ N, SolvesTo a N g) (hW : casoratian f g 0 ≠ 0) (hf0 : f 0 ≠ 0)
    (hgn : ∀ᶠ n in atTop, g n ≠ 0) (hr : Tendsto (fun n => f n / g n) atTop (𝓝 0))
    (l : ℕ) :
    Tendsto (fun N => f 0 * (trial a N l / trial a N 0)) atTop (𝓝 (f l)) := by
  have hr' : Tendsto (fun N => f (N + 1) / g (N + 1)) atTop (𝓝 0) :=
    hr.comp (tendsto_add_atTop_nat 1)
  -- the limit of the ratio in which the common factor has cancelled
  have hlim : Tendsto (fun N => f 0 * ((f l - f (N + 1) / g (N + 1) * g l) /
      (f 0 - f (N + 1) / g (N + 1) * g 0))) atTop (𝓝 (f l)) := by
    have h := (((tendsto_const_nhds (x := f l)).sub (hr'.mul_const (g l))).div
      ((tendsto_const_nhds (x := f 0)).sub (hr'.mul_const (g 0)))
      (by simpa using hf0)).const_mul (f 0)
    have e : f 0 * ((f l - 0 * g l) / (f 0 - 0 * g 0)) = f l := by
      simp only [zero_mul, sub_zero]
      field_simp
    rw [e] at h
    exact h
  refine hlim.congr' ?_
  filter_upwards [(tendsto_add_atTop_nat 1).eventually hgn, eventually_ge_atTop l]
    with N h1 h2
  obtain ⟨hs, hs1, hs0⟩ := trial_solves a N
  obtain ⟨hc, h⟩ := miller_decomposition (hf N) (hg N) hs hW h1 hs1 hs0
  rw [h l (by omega), h 0 (Nat.zero_le _), mul_div_mul_left _ _ hc]
```

In the proof, `hlim` is this limit. `congr'` then transfers it to the trial sequence for those $N$ with $N\ge l$ and $g_{N+1}\neq0$, where the decomposition applies and $c$ cancels.

The nonzero Casoratian follows from the other assumptions and is listed for convenience: if it vanished, $f_n/g_n$ would be constant for large $n$, hence zero, and the recurrence run downward would give $f_0=0$. The conditions on $f_n/g_n$, $f_0$ and $g_n$ each guard against a definite failure:

- If $f_n/g_n$ tends to some $\rho\neq0$, the minimal solution is $f-\rho g$, and the algorithm converges to its multiple with value $f_0$ at $l=0$, provided $f_0\neq\rho g_0$.
- If $f_0=0$, every rescaled value is zero, although independence forces $f_1\neq0$. For $j_l$ this occurs at $x=\pi,2\pi,\dots$, where a different reference value is needed.
- If $g_n$ kept having zeros, the trial sequence would be purely $g$ for those starting indices. Lean sets $f_n/0=0$, so the ratio condition would not notice them; the separate condition on $g_n$ does.

The opening example, continued to all $l$, satisfies every assumption: $W_0=\tfrac32$ and $f_n/g_n=4^{-n}$. The two sequences are also the decaying and growing waves of a uniform non-interacting chain whose Hamiltonian has the nearest-neighbour matrix element $t$, at the energy $\tfrac52t$ measured from the band centre, which lies outside the band.

```lean
/-- For the constant coefficient `5/2`, the sequences `f_l = (1/2)^l` and `g_l = 2^l` meet all
hypotheses of the convergence theorem. -/
theorem miller_converges_witness :
    (∀ N, SolvesTo (fun _ => 5 / 2) N (fun l => (1 / 2 : ℂ) ^ l)) ∧
    (∀ N, SolvesTo (fun _ => 5 / 2) N (fun l => (2 : ℂ) ^ l)) ∧
    casoratian (fun l => (1 / 2 : ℂ) ^ l) (fun l => (2 : ℂ) ^ l) 0 ≠ 0 ∧
    (1 / 2 : ℂ) ^ 0 ≠ 0 ∧ (∀ᶠ n : ℕ in atTop, (2 : ℂ) ^ n ≠ 0) ∧
    Tendsto (fun n : ℕ => (1 / 2 : ℂ) ^ n / 2 ^ n) atTop (𝓝 0) := by
  refine ⟨?_, ?_, ?_, ?_, ?_, ?_⟩
  · intro N l _
    simp only [pow_succ]
    ring
  · intro N l _
    simp only [pow_succ]
    ring
  · norm_num [casoratian]
  · norm_num
  · exact Eventually.of_forall fun n => pow_ne_zero n two_ne_zero
  · have h : (fun n : ℕ => (1 / 2 : ℂ) ^ n / 2 ^ n) = fun n : ℕ => (1 / 4 : ℂ) ^ n := by
      funext n
      rw [← div_pow]
      norm_num
    rw [h]
    exact tendsto_pow_atTop_nhds_zero_of_norm_lt_one (by norm_num)

end MillerDownwardRecursion
```

```lean
#print axioms MillerDownwardRecursion.miller_error
#print axioms MillerDownwardRecursion.miller_exact_iff
#print axioms MillerDownwardRecursion.miller_converges
```

```
'MillerDownwardRecursion.miller_error' depends on axioms: [propext, Classical.choice, Quot.sound]
'MillerDownwardRecursion.miller_exact_iff' depends on axioms: [propext, Classical.choice, Quot.sound]
'MillerDownwardRecursion.miller_converges' depends on axioms: [propext, Classical.choice, Quot.sound]
```
